# A symmetric QM/MM Hessian with a positive definite MM block has the saddle order of its relaxed QM Hessian

## Counting unstable directions

The saddle order of a real square matrix is taken here to be the number of negative real roots of its characteristic polynomial, counted with multiplicity. This definition needs no choice of eigenvectors. For a symmetric Hessian it gives the number of normal modes with negative force constant, which is one at a nondegenerate transition state.

Let $x$ collect the displacements of the QM coordinates and $y$ those of the MM coordinates. The full Hessian is

$$H=\begin{pmatrix}A&B\\B^T&C\end{pmatrix},$$

with QM block $A$, MM block $C$ and coupling $B$. Twice the harmonic energy is $x^TAx+2x^TBy+y^TCy$. Freezing the environment means $y=0$ and leaves only $A$. Letting it relax gives instead

$$S=A-BC^{-1}B^T.$$

## What is claimed

If $A$ is symmetric and $C$ is symmetric positive definite, then $H$ and $S$ have the same saddle order, for every real $B$. In this finite, harmonic model, a saddle of the full system can therefore be classified from a matrix of QM size.

Positive definiteness of $C$ says that, with the QM atoms held fixed, every displacement of the environment costs energy to second order. Invertibility alone would not suffice: for $A=1$, $B=0$, $C=-1$ the full Hessian has one negative eigenvalue and $S=1$ has none.

In Lean, the theorem is `saddleOrder_full_eq_relaxed`. The finite types `m` and `n` label the QM and MM coordinates, and `m ⊕ n` labels all of them together. `fullHessian A B C` is $H$ and `relaxedHessian A B C` is $S$. For real matrices `IsHermitian` means symmetric, and `PosDef` includes symmetry. For a displacement `v` of all coordinates, `v ⬝ᵥ H *ᵥ v` is $v^THv$, twice the harmonic energy.

The matrices are given: the theorem does not derive them from a potential or check that the gradient vanishes. Masses do not appear either, but the theorem applies equally to mass-weighted blocks. It equates numbers of negative eigenvalues, not their values.

## Energy-lowering families count negative modes

Let $H$ be any symmetric matrix with eigenvalues $\lambda_i$, and let the columns of $U$ be orthonormal eigenvectors. Writing a displacement as $Uq$ gives

$$(Uq)^TH(Uq)=\sum_i\lambda_i q_i^2 .$$

Suppose a linear map $f$ sends $k$ parameters $p$ to displacements, and $f(p)^THf(p)<0$ whenever $p\neq0$. Send $p$ to the amplitudes of $f(p)$ along the modes with $\lambda_i<0$. If all these amplitudes vanish, the sum above has only nonnegative terms, so $p=0$. The map is linear and injective, hence $k$ is at most the number of negative eigenvalues.

Conversely, use one parameter as the amplitude of each negative mode and set the other amplitudes to zero. Every nonzero choice of parameters then lowers the energy, so a family of exactly the maximal size exists.

## Completing the square in the environment

Set $r=C^{-1}B^Tx$. Since $C$ is symmetric and $Cr=B^Tx$,

$$(y+r)^TC(y+r)=y^TCy+2y^TB^Tx+x^TBC^{-1}B^Tx .$$

Substituting this into the full quadratic form gives

$$x^TAx+2x^TBy+y^TCy=x^TSx+(y+r)^TC(y+r).$$

The last term is nonnegative and vanishes at $y=-r$. Thus $x^TSx$ is the minimum of the full form over $y$ at fixed $x$.

Take a maximal energy-lowering family $(x(p),y(p))$ for the full Hessian. For $p\neq0$, $x(p)^TSx(p)$ is no larger than the full form, hence negative. The QM parts form a family of the same size for $S$, so the saddle order of $S$ is at least that of the full Hessian. In the other direction, extend each $x(p)$ of a maximal family for $S$ by $y(p)=-C^{-1}B^Tx(p)$. The full form then equals $x(p)^TSx(p)<0$, which gives the opposite inequality.

## A saddle hidden by a frozen environment

For one QM and one MM coordinate, let $A=a>0$, $C=c>0$ and $B=b$. The frozen Hessian $a$ has no negative eigenvalue, while $S=a-b^2/c$ is negative exactly when $ac<b^2$. In that case, and only then, the full Hessian has exactly one.

With $a=c=1$ and $b=2$, $S=-3$, while the full Hessian has eigenvalues $3$ and $-1$. The unstable mode is $(1,-1)/\sqrt2$: the environment has to move for the energy to fall.

## The relaxed Hessian in a calculation

With all second derivatives available, one solves $CZ=B^T$ for $Z$, forms $S=A-BZ$ and diagonalises this QM-sized matrix. No explicit inverse of $C$ is needed.

Finite differences show the same distinction. Start from a geometry with a minimised environment, displace one QM coordinate and differentiate the gradient of the total energy with respect to the QM coordinates. If the MM atoms stay fixed, this yields a column of $A$. If they are minimised again after each small displacement, following the same local minimum, it yields a column of $S$.

## The Lean file

```lean
import Mathlib

open Matrix

namespace QMMMTransitionState

noncomputable section

variable {m n : Type*} [Fintype m] [DecidableEq m] [Fintype n] [DecidableEq n]

/-- The saddle order of a real matrix: the number of its negative real eigenvalues, counted with
algebraic multiplicity. -/
def saddleOrder (H : Matrix n n ℝ) : ℕ := H.charpoly.roots.countP (· < 0)

/-- The full Hessian with QM block `A`, MM block `C` and QM-MM coupling `B`. -/
def fullHessian (A : Matrix m m ℝ) (B : Matrix m n ℝ) (C : Matrix n n ℝ) :
    Matrix (m ⊕ n) (m ⊕ n) ℝ := fromBlocks A B Bᵀ C

/-- The QM Hessian with relaxed environment, `A - B C⁻¹ Bᵀ`, for an invertible MM block `C`. -/
def relaxedHessian (A : Matrix m m ℝ) (B : Matrix m n ℝ) (C : Matrix n n ℝ) :
    Matrix m m ℝ := A - B * C⁻¹ * Bᵀ

/-- For a symmetric Hessian the saddle order is the number of normal modes with negative
force constant. -/
theorem saddleOrder_eq_card {H : Matrix n n ℝ} (hH : H.IsHermitian) :
    saddleOrder H = Fintype.card {i // hH.eigenvalues i < 0} := by
  have e : H.charpoly.roots = Multiset.map hH.eigenvalues Finset.univ.val :=
    hH.roots_charpoly_eq_eigenvalues
  rw [saddleOrder, e, Multiset.countP_map, Fintype.card_subtype]
  rfl

/-- A symmetric Hessian has orthonormal normal modes, in whose coordinates `q` the quadratic form
is the sum of the eigenvalues times `q i ^ 2`. -/
theorem normal_modes {H : Matrix n n ℝ} (hH : H.IsHermitian) :
    ∃ U : Matrix n n ℝ, Uᵀ * U = 1 ∧ ∀ q : n → ℝ,
      (U *ᵥ q) ⬝ᵥ H *ᵥ (U *ᵥ q) = ∑ i, hH.eigenvalues i * q i ^ 2 := by
  let U : Matrix n n ℝ := Matrix.of fun i j => (hH.eigenvectorBasis j).ofLp i
  have hU : Uᵀ * U = 1 := by
    ext i j
    have h := (orthonormal_iff_ite.mp hH.eigenvectorBasis.orthonormal) i j
    rw [Matrix.mul_apply, Matrix.one_apply]
    refine Eq.trans ?_ h
    rw [PiLp.inner_apply]
    refine Finset.sum_congr rfl fun k _ => ?_
    simp [U, mul_comm]
  have hHU : H * U = U * diagonal hH.eigenvalues := by
    ext i j
    have h := congrFun (hH.mulVec_eigenvectorBasis j) i
    rw [Matrix.mul_diagonal]
    simpa [U, Matrix.mul_apply, Matrix.mulVec, dotProduct, mul_comm] using h
  refine ⟨U, hU, fun q => ?_⟩
  have h1 : H *ᵥ (U *ᵥ q) = U *ᵥ (diagonal hH.eigenvalues *ᵥ q) := by
    rw [Matrix.mulVec_mulVec, Matrix.mulVec_mulVec, hHU]
  rw [h1, Matrix.dotProduct_mulVec, ← Matrix.mulVec_transpose, Matrix.mulVec_mulVec, hU,
    Matrix.one_mulVec]
  simp only [dotProduct, Matrix.mulVec_diagonal]
  exact Finset.sum_congr rfl fun i _ => by ring

/-- If displacements depend linearly on `k` parameters, and every nonzero choice of the parameters
makes the quadratic form of a symmetric Hessian negative, then its saddle order is at least `k`. -/
theorem le_saddleOrder {H : Matrix n n ℝ} (hH : H.IsHermitian) {k : ℕ}
    (f : (Fin k → ℝ) →ₗ[ℝ] (n → ℝ)) (hf : ∀ p, p ≠ 0 → f p ⬝ᵥ H *ᵥ f p < 0) :
    k ≤ saddleOrder H := by
  obtain ⟨U, hU, hE⟩ := normal_modes hH
  have hU' : U * Uᵀ = 1 := mul_eq_one_comm.mp hU
  -- read off the amplitudes along the unstable modes
  let g : (Fin k → ℝ) →ₗ[ℝ] ({i // hH.eigenvalues i < 0} → ℝ) :=
    LinearMap.funLeft ℝ ℝ Subtype.val ∘ₗ Uᵀ.mulVecLin ∘ₗ f
  have hg : Function.Injective g := by
    rw [← LinearMap.ker_eq_bot, LinearMap.ker_eq_bot']
    intro p hp
    by_contra h0
    have hx : U *ᵥ (Uᵀ *ᵥ f p) = f p := by
      rw [Matrix.mulVec_mulVec, hU', Matrix.one_mulVec]
    have h := hE (Uᵀ *ᵥ f p)
    rw [hx] at h
    have hpos : 0 ≤ ∑ i, hH.eigenvalues i * (Uᵀ *ᵥ f p) i ^ 2 := by
      refine Finset.sum_nonneg fun i _ => ?_
      by_cases hi : hH.eigenvalues i < 0
      · have hz : (Uᵀ *ᵥ f p) i = 0 := congrFun hp ⟨i, hi⟩
        rw [hz]
        norm_num
      · exact mul_nonneg (not_lt.mp hi) (sq_nonneg _)
    linarith [hf p h0]
  have h := LinearMap.finrank_le_finrank_of_injective hg
  rw [saddleOrder_eq_card hH]
  simpa only [Module.finrank_fintype_fun_eq_card, Fintype.card_fin] using h

/-- For a symmetric Hessian there are displacements depending linearly on as many parameters as its
saddle order, such that every nonzero choice of the parameters makes the quadratic form negative. -/
theorem exists_descent_family {H : Matrix n n ℝ} (hH : H.IsHermitian) :
    ∃ f : (Fin (saddleOrder H) → ℝ) →ₗ[ℝ] (n → ℝ),
      ∀ p, p ≠ 0 → f p ⬝ᵥ H *ᵥ f p < 0 := by
  obtain ⟨U, -, hE⟩ := normal_modes hH
  let e := Fintype.equivFinOfCardEq (saddleOrder_eq_card hH).symm
  -- put the parameters on the unstable modes and zero on the others
  let g : (Fin (saddleOrder H) → ℝ) →ₗ[ℝ] (n → ℝ) :=
    { toFun := fun p i => if h : hH.eigenvalues i < 0 then p (e ⟨i, h⟩) else 0
      map_add' := fun p q => by
        ext i
        by_cases h : hH.eigenvalues i < 0 <;> simp [h]
      map_smul' := fun c p => by
        ext i
        by_cases h : hH.eigenvalues i < 0 <;> simp [h] }
  refine ⟨U.mulVecLin ∘ₗ g, fun p hp => ?_⟩
  change (U *ᵥ g p) ⬝ᵥ H *ᵥ (U *ᵥ g p) < 0
  rw [hE]
  obtain ⟨j, hj⟩ := Function.ne_iff.mp hp
  have hneg := (e.symm j).2
  have hgj : g p (e.symm j).1 = p j := by
    change (if h : hH.eigenvalues (e.symm j).1 < 0 then p (e ⟨(e.symm j).1, h⟩) else 0) = p j
    rw [dif_pos hneg]
    exact congrArg p (e.apply_symm_apply j)
  have hlt : ∑ i, hH.eigenvalues i * g p i ^ 2 < ∑ _i : n, (0 : ℝ) := by
    refine Finset.sum_lt_sum (fun i _ => ?_) ⟨(e.symm j).1, Finset.mem_univ _, ?_⟩
    · by_cases hi : hH.eigenvalues i < 0
      · exact mul_nonpos_of_nonpos_of_nonneg hi.le (sq_nonneg _)
      · have hz : g p i = 0 := dif_neg hi
        rw [hz]
        norm_num
    · rw [hgj]
      have hj' : p j ≠ 0 := hj
      exact mul_neg_of_neg_of_pos hneg (by positivity)
  simpa using hlt

omit [DecidableEq m] in
/-- For a symmetric invertible MM block, the full quadratic form is that of the relaxed Hessian
plus that of the MM displacement measured from `-C⁻¹ Bᵀ x`. -/
theorem energy_split (A : Matrix m m ℝ) (B : Matrix m n ℝ) {C : Matrix n n ℝ}
    (hC : C.IsHermitian) (hdet : IsUnit C.det) (x : m → ℝ) (y : n → ℝ) :
    Sum.elim x y ⬝ᵥ fullHessian A B C *ᵥ Sum.elim x y =
      x ⬝ᵥ relaxedHessian A B C *ᵥ x +
        (y + (C⁻¹ * Bᵀ) *ᵥ x) ⬝ᵥ C *ᵥ (y + (C⁻¹ * Bᵀ) *ᵥ x) := by
  have h0 : Sum.elim x y ⬝ᵥ fullHessian A B C *ᵥ Sum.elim x y =
      (x ⬝ᵥ A *ᵥ x + x ⬝ᵥ B *ᵥ y) + (y ⬝ᵥ Bᵀ *ᵥ x + y ⬝ᵥ C *ᵥ y) := by
    rw [fullHessian, Matrix.fromBlocks_mulVec]
    simp only [dotProduct, Fintype.sum_sum_type, Sum.elim_inl, Sum.elim_inr, Pi.add_apply,
      mul_add, Finset.sum_add_distrib, Sum.elim_comp_inl, Sum.elim_comp_inr]
  have h1 : C *ᵥ ((C⁻¹ * Bᵀ) *ᵥ x) = Bᵀ *ᵥ x := by
    rw [Matrix.mulVec_mulVec, ← Matrix.mul_assoc, Matrix.mul_nonsing_inv C hdet, Matrix.one_mul]
  have h2 : relaxedHessian A B C *ᵥ x = A *ᵥ x - B *ᵥ ((C⁻¹ * Bᵀ) *ᵥ x) := by
    rw [relaxedHessian, Matrix.sub_mulVec, Matrix.mulVec_mulVec, Matrix.mul_assoc]
  rw [h0, h2]
  generalize (C⁻¹ * Bᵀ) *ᵥ x = r at h1 ⊢
  have hB : ∀ v : n → ℝ, x ⬝ᵥ B *ᵥ v = v ⬝ᵥ Bᵀ *ᵥ x := fun v => by
    rw [Matrix.dotProduct_mulVec, ← Matrix.mulVec_transpose, dotProduct_comm]
  have hCt : Cᵀ = C := (conjTranspose_eq_transpose_of_trivial C).symm.trans hC
  have hr : r ⬝ᵥ C *ᵥ y = y ⬝ᵥ Bᵀ *ᵥ x := by
    rw [Matrix.dotProduct_mulVec, ← Matrix.mulVec_transpose, hCt, h1, dotProduct_comm]
  simp only [dotProduct_sub, Matrix.mulVec_add, add_dotProduct, dotProduct_add, h1]
  linarith [hB y, hB r]

omit [DecidableEq m] in
/-- For a positive definite MM block, the quadratic form of the relaxed Hessian is the minimum of
the full one over all MM displacements at fixed QM displacement. -/
theorem relaxed_isLeast (A : Matrix m m ℝ) (B : Matrix m n ℝ) {C : Matrix n n ℝ}
    (hC : C.PosDef) (x : m → ℝ) :
    IsLeast (Set.range fun y : n → ℝ =>
      Sum.elim x y ⬝ᵥ fullHessian A B C *ᵥ Sum.elim x y)
      (x ⬝ᵥ relaxedHessian A B C *ᵥ x) := by
  have hs := energy_split A B hC.isHermitian hC.det_pos.ne'.isUnit x
  constructor
  · refine ⟨-((C⁻¹ * Bᵀ) *ᵥ x), ?_⟩
    change Sum.elim x _ ⬝ᵥ fullHessian A B C *ᵥ Sum.elim x _ = _
    rw [hs, neg_add_cancel, zero_dotProduct, add_zero]
  · rintro _ ⟨y, rfl⟩
    change _ ≤ Sum.elim x y ⬝ᵥ fullHessian A B C *ᵥ Sum.elim x y
    have hp := hC.posSemidef.dotProduct_mulVec_nonneg (y + (C⁻¹ * Bᵀ) *ᵥ x)
    rw [star_trivial] at hp
    linarith [hs y]

/-- For a symmetric QM block and a positive definite MM block, the full Hessian has as many
negative eigenvalues, with multiplicity, as the relaxed QM Hessian. -/
theorem saddleOrder_full_eq_relaxed {A : Matrix m m ℝ} (B : Matrix m n ℝ) {C : Matrix n n ℝ}
    (hA : A.IsHermitian) (hC : C.PosDef) :
    saddleOrder (fullHessian A B C) = saddleOrder (relaxedHessian A B C) := by
  have hF : (fullHessian A B C).IsHermitian :=
    Matrix.IsHermitian.fromBlocks hA (conjTranspose_eq_transpose_of_trivial B) hC.isHermitian
  have hR : (relaxedHessian A B C).IsHermitian := by
    have h := isHermitian_mul_mul_conjTranspose B hC.isHermitian.inv
    rw [conjTranspose_eq_transpose_of_trivial] at h
    exact hA.sub h
  apply le_antisymm
  · -- project the descent family onto the QM coordinates
    obtain ⟨f, hf⟩ := exists_descent_family hF
    refine le_saddleOrder hR (LinearMap.funLeft ℝ ℝ Sum.inl ∘ₗ f) fun p hp => ?_
    have h := (relaxed_isLeast A B hC (f p ∘ Sum.inl)).2 (Set.mem_range_self (f p ∘ Sum.inr))
    simp only [Sum.elim_comp_inl_inr] at h
    exact lt_of_le_of_lt h (hf p hp)
  · -- let the environment follow each QM displacement
    obtain ⟨f, hf⟩ := exists_descent_family hR
    refine le_saddleOrder hF ((fromRows 1 (-(C⁻¹ * Bᵀ))).mulVecLin ∘ₗ f) fun p hp => ?_
    rw [LinearMap.comp_apply, Matrix.mulVecLin_apply, Matrix.fromRows_mulVec, Matrix.one_mulVec,
      energy_split A B hC.isHermitian hC.det_pos.ne'.isUnit, Matrix.neg_mulVec, neg_add_cancel,
      zero_dotProduct, add_zero]
    exact hf p hp

/-- A Hessian with a single entry `s` has saddle order one if `s < 0` and zero otherwise. -/
theorem saddleOrder_single (s : ℝ) :
    saddleOrder !![s] = if s < 0 then 1 else 0 := by
  have h : (!![s] : Matrix (Fin 1) (Fin 1) ℝ).charpoly = Polynomial.X - Polynomial.C s := by
    rw [Matrix.charpoly, Matrix.det_unique, Matrix.charmatrix_apply_eq]
    simp
  rw [saddleOrder, h, Polynomial.roots_X_sub_C, Multiset.countP_eq_card_filter,
    Multiset.filter_singleton]
  split_ifs <;> simp

/-- For one QM and one MM coordinate with positive force constants `a` and `c`, the frozen QM
Hessian has no negative eigenvalue, and the full one has exactly one if and only if
`a * c < b ^ 2`. -/
theorem frozen_misses_saddle_iff {a c : ℝ} (b : ℝ) (ha : 0 < a) (hc : 0 < c) :
    saddleOrder !![a] = 0 ∧
      (saddleOrder (fullHessian !![a] !![b] !![c]) = 1 ↔ a * c < b ^ 2) := by
  have hdiag : ∀ t : ℝ, !![t] = diagonal (fun _ : Fin 1 => t) := fun t => by
    ext i j
    fin_cases i; fin_cases j; simp
  have hA : (!![a] : Matrix (Fin 1) (Fin 1) ℝ).PosDef := by
    rw [hdiag]
    exact Matrix.PosDef.diagonal fun _ => ha
  have hC : (!![c] : Matrix (Fin 1) (Fin 1) ℝ).PosDef := by
    rw [hdiag]
    exact Matrix.PosDef.diagonal fun _ => hc
  have hinv : (!![c] : Matrix (Fin 1) (Fin 1) ℝ)⁻¹ = !![c⁻¹] := by
    apply Matrix.inv_eq_right_inv
    ext i j
    fin_cases i; fin_cases j; simp [Matrix.mul_apply, hc.ne']
  have hrel : relaxedHessian !![a] !![b] !![c] = !![a - b ^ 2 / c] := by
    have e : a - b * c⁻¹ * b = a - b ^ 2 / c := by ring
    rw [relaxedHessian, hinv, hdiag a, hdiag b, hdiag c⁻¹, hdiag (a - b ^ 2 / c),
      Matrix.diagonal_transpose, Matrix.diagonal_mul_diagonal, Matrix.diagonal_mul_diagonal,
      Matrix.diagonal_sub]
    exact congrArg (fun t : ℝ => diagonal fun _ : Fin 1 => t) e
  have key : a - b ^ 2 / c < 0 ↔ a * c < b ^ 2 := by
    rw [sub_neg, lt_div_iff₀ hc]
  refine ⟨by rw [saddleOrder_single, if_neg ha.not_gt], ?_⟩
  rw [saddleOrder_full_eq_relaxed _ hA.isHermitian hC, hrel, saddleOrder_single, ← key]
  split_ifs with h
  · exact iff_of_true rfl h
  · exact iff_of_false (by norm_num) h

/-- With unit force constants and coupling `2`, the frozen QM Hessian has no negative eigenvalue
while the full Hessian has exactly one. -/
theorem frozen_misses_saddle :
    saddleOrder !![(1 : ℝ)] = 0 ∧
      saddleOrder (fullHessian !![(1 : ℝ)] !![2] !![1]) = 1 := by
  have h := frozen_misses_saddle_iff 2 one_pos one_pos
  exact ⟨h.1, h.2.mpr (by norm_num)⟩

end

end QMMMTransitionState
```

```lean
#print axioms QMMMTransitionState.saddleOrder_full_eq_relaxed
-- 'QMMMTransitionState.saddleOrder_full_eq_relaxed' depends on axioms: [propext, Classical.choice, Quot.sound]
#print axioms QMMMTransitionState.frozen_misses_saddle
-- 'QMMMTransitionState.frozen_misses_saddle' depends on axioms: [propext, Classical.choice, Quot.sound]
```

## From normal modes to the equality

`saddleOrder_eq_card` identifies the roots of the characteristic polynomial with the eigenvalues. `normal_modes` builds $U$ from Mathlib's eigenvector basis, proves $U^TU=1$ and $HU=U\,\mathrm{diag}(\lambda)$, and obtains the sum of squares.

`le_saddleOrder` and `exists_descent_family` are the two halves of the counting argument. In the second, the sum is strictly negative because no term is positive and at least one is negative.

`energy_split` expands the block product, names the response `r` with `generalize`, and uses the symmetry of $C$ to match the cross terms; `linarith` finishes the algebra. `relaxed_isLeast` adds positivity to obtain the minimum. The main theorem then uses `le_antisymm`, with one inequality from projection and the other from the following environment.

For single coordinates, `saddleOrder_single` computes the characteristic polynomial $X-s$. `frozen_misses_saddle_iff` reduces the full Hessian to the entry $a-b^2/c$, and `frozen_misses_saddle` inserts the numbers.

## Dimension from an injective map

The decisive Mathlib lemma is `LinearMap.finrank_le_finrank_of_injective`: an injective linear map cannot go into a space of smaller dimension. In `le_saddleOrder` it is applied to `g`, which runs from `Fin k → ℝ` to functions on `{i // hH.eigenvalues i < 0}`. The two dimensions are $k$ and the number of negative eigenvalues.

Describing a family by a linear map, rather than by a subspace, also keeps the main theorem short. Projection and environmental response are simply composed with `f`. The dimension of the resulting image never has to be computed, because strict negativity already supplies the injectivity.
